# A Krylov space has only positive curvature exactly when its starting vector is orthogonal to all eigenvectors with eigenvalue ≤ 0

Let A be a symmetric Hessian on a finite-dimensional real space and K the span of b, Ab, A²b, …. Then ⟨y, Ay⟩ > 0 for every nonzero y in K if and only if b is orthogonal to every eigenvector of A with eigenvalue ≤ 0. A symmetric gradient b can therefore hide an instability that breaks the symmetry.

```lean
import Mathlib

open scoped InnerProductSpace

namespace KrylovNegativeCurvature

noncomputable section

variable {E : Type*} [NormedAddCommGroup E] [InnerProductSpace ℝ E]
```

`E` is the space of displacements, a real vector space with inner product ⟨x, y⟩, written `⟪x, y⟫_ℝ` in Lean. Finite dimension is assumed only where `FiniteDimensional ℝ E` appears.

## Krylov space and conjugate gradients

```lean
/-- The Krylov space of the operator `A` and the vector `b`: the span of all `A^j b`. -/
def krylov (A : E →ₗ[ℝ] E) (b : E) : Submodule ℝ E :=
  Submodule.span ℝ (Set.range fun j : ℕ => (A ^ j) b)
```

`A : E →ₗ[ℝ] E` is a linear map, and `A ^ j` is A applied j times. `krylov A b` is K, with all powers j = 0, 1, 2, … included. Replacing b by −b leaves K unchanged, so the sign convention for the gradient does not matter.

```lean
/-- One conjugate-gradient update of the pair (residual `r`, search direction `p`). It is the actual
algorithm only where `⟪r, r⟫ ≠ 0` and `⟪p, A p⟫ ≠ 0`; elsewhere Lean's convention `x / 0 = 0`
applies. -/
def cgStep (A : E →ₗ[ℝ] E) (s : E × E) : E × E :=
  let r' := s.1 - (⟪s.1, s.1⟫_ℝ / ⟪s.2, A s.2⟫_ℝ) • A s.2
  (r', r' + (⟪r', r'⟫_ℝ / ⟪s.1, s.1⟫_ℝ) • s.2)
```

From the residual r and search direction p, one step forms

r' = r − (⟨r, r⟩ / ⟨p, Ap⟩) Ap
p' = r' + (⟨r', r'⟩ / ⟨r, r⟩) p

The pair is `s`, with r = `s.1` and p = `s.2`. Lean sets division by zero to zero, so the formula is the actual algorithm only while both denominators are nonzero.

```lean
/-- The Krylov space contains `b`. -/
theorem self_mem_krylov (A : E →ₗ[ℝ] E) (b : E) : b ∈ krylov A b :=
  Submodule.subset_span ⟨0, by simp⟩
```

Take j = 0: A⁰b = b.

```lean
/-- The operator `A` maps its Krylov space into itself. -/
theorem krylov_invariant (A : E →ₗ[ℝ] E) (b : E) {y : E} (hy : y ∈ krylov A b) :
    A y ∈ krylov A b := by
  have h : krylov A b ≤ (krylov A b).comap A := by
    refine Submodule.span_le.2 ?_
    rintro _ ⟨j, rfl⟩
    show A ((A ^ j) b) ∈ krylov A b
    refine Submodule.subset_span ⟨j + 1, ?_⟩
    show (A ^ (j + 1)) b = A ((A ^ j) b)
    rw [pow_succ']
    rfl
  exact h hy
```

A sends each generator Aʲb to the next one, Aʲ⁺¹b, so by linearity it maps K into K. `Submodule.span_le` reduces the claim to generators.

```lean
/-- The Krylov space lies in every subspace that contains `b` and is invariant under `A`. -/
theorem krylov_le (A : E →ₗ[ℝ] E) (b : E) (W : Submodule ℝ E) (hb : b ∈ W)
    (hW : ∀ x ∈ W, A x ∈ W) : krylov A b ≤ W := by
  refine Submodule.span_le.2 ?_
  rintro _ ⟨j, rfl⟩
  show (A ^ j) b ∈ W
  induction j with
  | zero => simpa using hb
  | succ j ih =>
    rw [pow_succ']
    exact hW _ ih
```

If a subspace W contains b and is invariant under A, it contains Ab, then A²b, and so on. The `induction` on j is this argument.

## Which gradients see only positive curvature

```lean
/-- A nonzero displacement orthogonal to every eigenvector with eigenvalue `≤ 0` of a symmetric
Hessian in finite dimension has positive curvature. -/
theorem curvature_pos_of_orthogonal [FiniteDimensional ℝ E] {A : E →ₗ[ℝ] E}
    (hA : A.IsSymmetric) {y : E} (hy : y ≠ 0)
    (h : ∀ μ : ℝ, μ ≤ 0 → ∀ v : E, A v = μ • v → ⟪v, y⟫_ℝ = 0) :
    0 < ⟪y, A y⟫_ℝ := by
  obtain ⟨e, l, he⟩ : ∃ (e : OrthonormalBasis (Fin (Module.finrank ℝ E)) ℝ E)
      (l : Fin (Module.finrank ℝ E) → ℝ), ∀ i, A (e i) = l i • e i :=
    ⟨hA.eigenvectorBasis rfl, hA.eigenvalues rfl,
      fun i => hA.apply_eigenvectorBasis rfl i⟩
  -- the curvature is the sum of eigenvalues weighted by squared components
  have hs : ⟪y, A y⟫_ℝ = ∑ i, l i * ⟪e i, y⟫_ℝ ^ 2 := by
    rw [← e.sum_inner_mul_inner y (A y)]
    refine Finset.sum_congr rfl fun i _ => ?_
    rw [← hA (e i) y, he, real_inner_smul_left, real_inner_comm (e i) y]
    ring
  -- some component of y is nonzero
  have hex : ∃ i, ⟪e i, y⟫_ℝ ≠ 0 := by
    by_contra hno
    have h0 : ∀ i, ⟪e i, y⟫_ℝ = 0 := fun i => by
      by_contra hi
      exact hno ⟨i, hi⟩
    apply hy
    apply (inner_self_eq_zero (𝕜 := ℝ)).1
    rw [← e.sum_inner_mul_inner y y]
    exact Finset.sum_eq_zero fun i _ => by rw [h0 i, mul_zero]
  rw [hs]
  apply Finset.sum_pos'
  · intro i _
    rcases le_or_gt (l i) 0 with hl | hl
    · rw [h (l i) hl (e i) (he i)]
      simp
    · positivity
  · obtain ⟨i, hi⟩ := hex
    have hl : 0 < l i := by
      by_contra hl
      exact hi (h (l i) (not_lt.1 hl) (e i) (he i))
    exact ⟨i, Finset.mem_univ i, by positivity⟩
```

`hA` says that ⟨Ax, y⟩ = ⟨x, Ay⟩ for all x and y. Take an orthonormal eigenbasis e_i with eigenvalues l_i. Then

⟨y, Ay⟩ = Σ_i l_i ⟨e_i, y⟩²

which is `hs`. Terms with l_i ≤ 0 vanish by the hypothesis `h`, and the others are nonnegative. Since y ≠ 0, some component ⟨e_i, y⟩ is nonzero (`hex`); its l_i must be positive, so the sum is positive.

```lean
/-- For a symmetric Hessian `A` in finite dimension, every nonzero vector of the Krylov space
of `b` has positive curvature if and only if `b` is orthogonal to every eigenvector of `A`
with eigenvalue `≤ 0`. -/
theorem krylov_curvature_pos_iff [FiniteDimensional ℝ E] {A : E →ₗ[ℝ] E}
    (hA : A.IsSymmetric) (b : E) :
    (∀ y ∈ krylov A b, y ≠ 0 → 0 < ⟪y, A y⟫_ℝ) ↔
      ∀ μ : ℝ, μ ≤ 0 → ∀ v : E, A v = μ • v → ⟪v, b⟫_ℝ = 0 := by
  constructor
  · intro h μ hμ v hv
    -- split the eigenvector into a Krylov part p and an orthogonal part z
    obtain ⟨p, hp, z, hz, rfl⟩ := (krylov A b).exists_add_mem_mem_orthogonal v
    have hz' := (Submodule.mem_orthogonal' _ _).1 hz
    have h1 := hA (p + z) p
    rw [hv, real_inner_smul_left, inner_add_left, inner_add_left, hz' p hp,
      hz' (A p) (krylov_invariant A b hp)] at h1
    -- the Krylov part has curvature μ⟪p, p⟫, so it must vanish
    have hp0 : p = 0 := by
      by_contra hne
      have h2 := h p hp hne
      have h3 : 0 ≤ ⟪p, p⟫_ℝ := real_inner_self_nonneg
      nlinarith [mul_nonneg (neg_nonneg.2 hμ) h3]
    rw [inner_add_left, hp0, inner_zero_left, hz' b (self_mem_krylov A b), add_zero]
  · intro h y hy hne
    refine curvature_pos_of_orthogonal hA hne fun μ hμ v hv => ?_
    -- the orthogonal complement of v is invariant and contains b
    have hle : krylov A b ≤ (Submodule.span ℝ {v})ᗮ := by
      refine krylov_le A b _ ?_ fun x hx => ?_
      · exact Submodule.mem_orthogonal_singleton_iff_inner_right.2 (h μ hμ v hv)
      · rw [Submodule.mem_orthogonal_singleton_iff_inner_right] at hx ⊢
        rw [← hA v x, hv, real_inner_smul_left, hx, mul_zero]
    exact Submodule.mem_orthogonal_singleton_iff_inner_right.1 (hle hy)
```

This is the main equivalence. The Lean condition also admits v = 0, which is harmless.

For the forward direction, let Av = μv with μ ≤ 0, and split v = p + z, with p in K and z orthogonal to K; here p is not a search direction. Symmetry gives ⟨Av, p⟩ = ⟨v, Ap⟩. The left side is μ⟨p, p⟩. The right side is ⟨p, Ap⟩, because Ap lies in K. Hence

⟨p, Ap⟩ = μ⟨p, p⟩ ≤ 0

Positive curvature on K forces p = 0 (`hp0`), so v = z is orthogonal to b.

For the converse, let v be orthogonal to b. If ⟨v, x⟩ = 0, then

⟨v, Ax⟩ = ⟨Av, x⟩ = μ⟨v, x⟩ = 0

The orthogonal complement of v is thus invariant and contains b, so it contains K (`hle`). The previous theorem finishes the argument.

Symmetry of A cannot be weakened to normality. The quarter turn A(x₁, x₂) = (−x₂, x₁) is normal and has no real eigenvectors, so the orthogonality condition holds for every b, yet ⟨y, Ay⟩ = 0 for all y.

```lean
/-- Every residual and every search direction of conjugate gradients started from `(b, b)`
lies in the Krylov space of `b`. -/
theorem cg_mem_krylov (A : E →ₗ[ℝ] E) (b : E) (k : ℕ) :
    ((cgStep A)^[k] (b, b)).1 ∈ krylov A b ∧ ((cgStep A)^[k] (b, b)).2 ∈ krylov A b := by
  induction k with
  | zero => exact ⟨self_mem_krylov A b, self_mem_krylov A b⟩
  | succ k ih =>
    rw [Function.iterate_succ_apply']
    have hr := Submodule.sub_mem _ ih.1
      (Submodule.smul_mem _ (⟪((cgStep A)^[k] (b, b)).1, ((cgStep A)^[k] (b, b)).1⟫_ℝ /
        ⟪((cgStep A)^[k] (b, b)).2, A ((cgStep A)^[k] (b, b)).2⟫_ℝ)
        (krylov_invariant A b ih.2))
    exact ⟨hr, Submodule.add_mem _ hr (Submodule.smul_mem _ _ ih.2)⟩
```

`(cgStep A)^[k]` means k steps. The start (b, b) lies in K, and each step only applies A and forms linear combinations, so r and p stay in K.

```lean
/-- If `b` is orthogonal to every eigenvector with eigenvalue `≤ 0` of a symmetric Hessian in
finite dimension, every nonzero conjugate-gradient search direction has positive curvature. -/
theorem cg_curvature_pos [FiniteDimensional ℝ E] {A : E →ₗ[ℝ] E} (hA : A.IsSymmetric) (b : E)
    (h : ∀ μ : ℝ, μ ≤ 0 → ∀ v : E, A v = μ • v → ⟪v, b⟫_ℝ = 0) (k : ℕ)
    (hk : ((cgStep A)^[k] (b, b)).2 ≠ 0) :
    0 < ⟪((cgStep A)^[k] (b, b)).2, A ((cgStep A)^[k] (b, b)).2⟫_ℝ :=
  (krylov_curvature_pos_iff hA b).2 h _ (cg_mem_krylov A b k).2 hk
```

Under the orthogonality condition, every nonzero search direction therefore has positive curvature. In exact arithmetic, a negative-curvature test on these directions never fires, even if A has negative eigenvalues.

## An instability hidden by symmetry

```lean
/-- Let `S` commute with the Hessian `A` and leave the gradient `b` fixed. If `A` has positive
curvature along every nonzero `S`-symmetric displacement, it has positive curvature along every
nonzero vector of the Krylov space of `b`. -/
theorem symmetric_gradient_curvature_pos {A S : E →ₗ[ℝ] E} {b : E}
    (hS : ∀ x, S (A x) = A (S x)) (hb : S b = b)
    (hpos : ∀ y, y ≠ 0 → S y = y → 0 < ⟪y, A y⟫_ℝ) :
    ∀ y ∈ krylov A b, y ≠ 0 → 0 < ⟪y, A y⟫_ℝ := by
  intro y hy hne
  -- the symmetric displacements form an invariant subspace containing b
  have hle : krylov A b ≤ LinearMap.ker (S - LinearMap.id) := by
    refine krylov_le A b _ ?_ fun x hx => ?_
    · rw [LinearMap.mem_ker, LinearMap.sub_apply, LinearMap.id_apply, hb, sub_self]
    · rw [LinearMap.mem_ker, LinearMap.sub_apply, LinearMap.id_apply, sub_eq_zero] at hx ⊢
      rw [hS, hx]
  have h := hle hy
  rw [LinearMap.mem_ker, LinearMap.sub_apply, LinearMap.id_apply, sub_eq_zero] at h
  exact hpos y hne h
```

S is a symmetry operation with SA = AS and Sb = b. The vectors with Sx = x form the kernel of S − 1. This subspace contains b and is invariant, since S(Ax) = A(Sx) = Ax, so it contains K. Positive curvature along symmetric displacements, assumed in `hpos`, then suffices on K.

Take a planar molecule with overall translations and rotations projected out; an in-plane translation has zero curvature, which `hpos` does not allow. In geometry optimisation with a fixed Hessian and no rounding, conjugate gradients started from the molecule's in-plane gradient can thus miss an out-of-plane instability.

```lean
/-- The exchange of two equivalent sites. -/
def siteSwap : EuclideanSpace ℝ (Fin 2) →ₗ[ℝ] EuclideanSpace ℝ (Fin 2) where
  toFun x := !₂[x 1, x 0]
  map_add' x y := by ext i; fin_cases i <;> simp
  map_smul' c x := by ext i; fin_cases i <;> simp
```

`siteSwap` exchanges the two coordinates.

```lean
/-- The Hessian of two coupled equivalent sites, with diagonal entries 1 and coupling 2. -/
def pairHessian : EuclideanSpace ℝ (Fin 2) →ₗ[ℝ] EuclideanSpace ℝ (Fin 2) :=
  LinearMap.id + (2 : ℝ) • siteSwap
```

As a matrix, `pairHessian` has rows (1, 2) and (2, 1).

```lean
/-- The two-site Hessian is symmetric, commutes with the site exchange, and has positive
curvature along nonzero exchange-symmetric displacements; the gradient `(1, 1)` is
exchange-symmetric, and the curvature along `(1, -1)` is negative. -/
theorem symmetric_gradient_witness :
    pairHessian.IsSymmetric ∧
    (∀ x, siteSwap (pairHessian x) = pairHessian (siteSwap x)) ∧
    siteSwap !₂[1, 1] = !₂[1, 1] ∧
    (∀ y, y ≠ 0 → siteSwap y = y → 0 < ⟪y, pairHessian y⟫_ℝ) ∧
    ⟪!₂[(1 : ℝ), -1], pairHessian !₂[(1 : ℝ), -1]⟫_ℝ < 0 := by
  refine ⟨fun x y => ?_, fun x => ?_, ?_, fun y hy h => ?_, ?_⟩
  · simp [pairHessian, siteSwap, PiLp.inner_apply, Fin.sum_univ_two]
    ring
  · simp only [pairHessian, LinearMap.add_apply, LinearMap.id_apply, LinearMap.smul_apply,
      map_add, map_smul]
  · ext i
    fin_cases i <;> simp [siteSwap]
  · -- on symmetric displacements the Hessian acts as multiplication by 3
    have h3 : pairHessian y = (3 : ℝ) • y := by
      simp only [pairHessian, LinearMap.add_apply, LinearMap.id_apply, LinearMap.smul_apply, h]
      module
    have hn : 0 < ‖y‖ := norm_pos_iff.2 hy
    rw [h3, real_inner_smul_right, real_inner_self_eq_norm_sq]
    positivity
  · norm_num [pairHessian, siteSwap, PiLp.inner_apply, Fin.sum_univ_two]

end

end KrylovNegativeCurvature
```

On exchange-symmetric displacements the Hessian multiplies by 3 (`h3`), so the curvature there is positive. Along (1, −1),

⟨(1, −1), A(1, −1)⟩ = −2

or −1 for the normalised vector. The first four clauses are the symmetry of A and what the preceding theorem requires for b = (1, 1). Here K is the line through (1, 1), and the unstable direction is orthogonal to it.

```lean
#print axioms KrylovNegativeCurvature.krylov_curvature_pos_iff
#print axioms KrylovNegativeCurvature.cg_curvature_pos
#print axioms KrylovNegativeCurvature.symmetric_gradient_curvature_pos
```

```
'KrylovNegativeCurvature.krylov_curvature_pos_iff' depends on axioms: [propext, Classical.choice, Quot.sound]
'KrylovNegativeCurvature.cg_curvature_pos' depends on axioms: [propext, Classical.choice, Quot.sound]
'KrylovNegativeCurvature.symmetric_gradient_curvature_pos' depends on axioms: [propext, Classical.choice, Quot.sound]
```
